# A continuous radial density confined to a sphere has zero multipole potential outside exactly when its moment vanishes

In a PAW or ultrasoft calculation, the all-electron density inside an atomic sphere is replaced by a smoother pseudo density. The two generally have different multipole moments, so a compensation charge is added to keep the electrostatics outside the sphere right. For one angular component $\rho(r)Y_{lm}$ with $\rho=0$ beyond $R>0$, the radial part of the potential in Hartree atomic units, up to the factor $4\pi/(2l+1)$, is

$$V(r)=r^{-l-1}\int_0^r s^{l+2}\rho(s)\,ds+r^l\int_r^R s^{1-l}\rho(s)\,ds .$$

I take it that $V$ solves the radial Poisson equation, and that it vanishes for all $r\ge R$ exactly when $\int_0^R s^{l+2}\rho\,ds=0$. Can this be made rigorous and machine-checked, including the value it gives for the compensation charge?

## From the two integrals to the compensation charge

Yes, for continuous $\rho$. Write $M(r)$ for the first integral and $B(r)$ for the second. For $r>0$ the fundamental theorem of calculus gives

$$M'=r^{l+2}\rho,\qquad B'=-r^{1-l}\rho .$$

Since $rV=r^{-l}M+r^{l+1}B$, the product rule gives

$$(rV)'=-l\,r^{-l-1}M+r^2\rho+(l+1)r^lB-r^2\rho .$$

The density terms cancel, so a second differentiation needs no derivative of $\rho$:

$$\begin{aligned}(rV)''&=l(l+1)r^{-l-2}M-l\,r\rho+l(l+1)r^{l-1}B-(l+1)r\rho\\&=\frac{l(l+1)}{r}V-(2l+1)r\rho .\end{aligned}$$

For $r\ge R$, the integrand of $B$ vanishes between $R$ and $r$, so $B(r)=0$. For the same reason $M(r)=M(R)=:q[\rho]$. Hence $V(r)=q[\rho]\,r^{-l-1}$, and since the power is nonzero, $V$ vanishes outside exactly when $q[\rho]=0$.

Now take a pseudo density $\tilde\rho$ and add a compensation charge $Qg$, where the number $Q$ is to be found and the shape function $g$ has $q[g]\ne0$. Like $\rho$, both $\tilde\rho$ and $g$ are continuous and vanish beyond $R$. The moment of $\rho-(\tilde\rho+Qg)$ is $q[\rho]-q[\tilde\rho]-Q\,q[g]$, which is zero exactly when

$$Q=\frac{q[\rho]-q[\tilde\rho]}{q[g]} .$$

A suitable $g$ is $s^l\max(R-s,0)$: its moment is the integral of $s^{2l+2}(R-s)$ over $(0,R)$, which is positive.

## How the theorems express the electrostatics

In the file, `multipoleMoment l r ρ` is $M(r)$, `outerMoment l R ρ r` is $B(r)$, and `radialPotential` is $V$. The exponent $1-l$ is an integer, so it becomes negative for $l>1$ as it should. Densities are real functions, continuous on the whole real line; with `hout` this forces $\rho(R)=0$.

`radial_poisson_and_screening` states both the differential equation at every $r>0$ and the equivalence. The second derivative appears as `HasDerivAt` applied to the `deriv` of $rV$, while `hasDerivAt_mul_potential` shows that the first derivative really exists. `compensation_charge_iff` gives the condition on $Q$, and `shape_function_witness` supplies the explicit $g$.

The theorem on $Q$ asks $\rho$ and $\tilde\rho$ each to vanish beyond $R$. In PAW usually only their difference does; that case fits by using the difference as `ρ` and zero as `ρt`. The model treats one angular component at a time and leaves out point nuclei, the angular sum and the behaviour at the origin. Within those limits, it justifies fixing compensation charges in electronic-structure codes by matching moments.

In Lean 4 with Mathlib:

```lean
import Mathlib

open MeasureTheory Filter Topology

namespace CompensationCharges

noncomputable section

/-- The `l`-th radial multipole moment of the density `ρ` inside the radius `r`. -/
def multipoleMoment (l : ℕ) (r : ℝ) (ρ : ℝ → ℝ) : ℝ :=
  ∫ s in (0 : ℝ)..r, s ^ (l + 2) * ρ s

/-- The integral of `s ^ (1 - l) ρ(s)` over the shell between `r` and `R`. -/
def outerMoment (l : ℕ) (R : ℝ) (ρ : ℝ → ℝ) (r : ℝ) : ℝ :=
  ∫ s in r..R, s ^ (1 - (l : ℤ)) * ρ s

/-- The radial potential of angular momentum `l` made by the density `ρ` in a sphere of
radius `R`, without the prefactor `4π / (2l + 1)`. -/
def radialPotential (l : ℕ) (R : ℝ) (ρ : ℝ → ℝ) (r : ℝ) : ℝ :=
  r ^ (-(l : ℤ) - 1) * multipoleMoment l r ρ + r ^ l * outerMoment l R ρ r

/-- An explicit expression, free of the local density, for the slope of `r V(r)`. -/
def radialSlope (l : ℕ) (R : ℝ) (ρ : ℝ → ℝ) (r : ℝ) : ℝ :=
  -(l : ℝ) * (r ^ (-(l : ℤ) - 1) * multipoleMoment l r ρ)
    + ((l : ℝ) + 1) * (r ^ l * outerMoment l R ρ r)

/-- Away from the origin an integer power `x ^ m` has derivative `m x ^ m / x`. -/
lemma hasDerivAt_intPow (m : ℤ) {x : ℝ} (hx : x ≠ 0) :
    HasDerivAt (fun y : ℝ => y ^ m) ((m : ℝ) * x ^ m * x⁻¹) x := by
  have h := hasDerivAt_zpow m x (Or.inl hx)
  rw [zpow_sub_one₀ hx, ← mul_assoc] at h
  exact h

/-- The two terms of the potential, inner and outer, are differentiable at `x > 0`, with the
derivatives given by the product rule and the fundamental theorem of calculus. -/
lemma hasDerivAt_terms (l : ℕ) {R x : ℝ} {ρ : ℝ → ℝ} (hR : 0 < R) (hρ : Continuous ρ)
    (hx : 0 < x) :
    HasDerivAt (fun y => y ^ (-(l : ℤ) - 1) * multipoleMoment l y ρ)
      ((-(l : ℝ) - 1) * x ^ (-(l : ℤ) - 1) * x⁻¹ * multipoleMoment l x ρ
        + x ^ (-(l : ℤ) - 1) * (x ^ (l + 2) * ρ x)) x ∧
    HasDerivAt (fun y => y ^ l * outerMoment l R ρ y)
      ((l : ℝ) * x ^ l * x⁻¹ * outerMoment l R ρ x
        + x ^ l * (-(x ^ (1 - (l : ℤ)) * ρ x))) x := by
  have hc : Continuous (fun s : ℝ => s ^ (l + 2) * ρ s) := by fun_prop
  have hM : HasDerivAt (fun y => multipoleMoment l y ρ) (x ^ (l + 2) * ρ x) x :=
    (hc.integral_hasStrictDerivAt 0 x).hasDerivAt
  -- the outer integrand is continuous away from the origin
  have hat : ∀ s : ℝ, 0 < s → ContinuousAt (fun s : ℝ => s ^ (1 - (l : ℤ)) * ρ s) s :=
    fun s hs => (hasDerivAt_intPow _ hs.ne').continuousAt.mul hρ.continuousAt
  have hon : ContinuousOn (fun s : ℝ => s ^ (1 - (l : ℤ)) * ρ s) (Set.Ioi 0) :=
    fun s hs => (hat s hs).continuousWithinAt
  have hint : IntervalIntegrable (fun s : ℝ => s ^ (1 - (l : ℤ)) * ρ s) volume x R :=
    ContinuousOn.intervalIntegrable
      (fun s hs => (hat s (lt_of_lt_of_le (lt_min hx hR) hs.1)).continuousWithinAt)
  have hB : HasDerivAt (fun y => outerMoment l R ρ y) (-(x ^ (1 - (l : ℤ)) * ρ x)) x :=
    intervalIntegral.integral_hasDerivAt_left hint
      (hon.stronglyMeasurableAtFilter isOpen_Ioi x hx) (hat x hx)
  have hP := hasDerivAt_intPow (-(l : ℤ) - 1) hx.ne'
  have hX := hasDerivAt_intPow (l : ℤ) hx.ne'
  push_cast at hP
  simp only [zpow_natCast, Int.cast_natCast] at hX
  exact ⟨hP.fun_mul hM, hX.fun_mul hB⟩

/-- The radial powers in the potential and in the moments combine to a single factor `x`. -/
lemma power_identities (l : ℕ) {x : ℝ} (hx : x ≠ 0) :
    x ^ (-(l : ℤ) - 1) * x ^ (l + 2) = x ∧ x ^ l * x ^ (1 - (l : ℤ)) = x := by
  constructor
  · rw [← zpow_natCast x (l + 2), ← zpow_add₀ hx]
    have h : -(l : ℤ) - 1 + ((l + 2 : ℕ) : ℤ) = 1 := by push_cast; ring
    rw [h, zpow_one]
  · rw [← zpow_natCast x l, ← zpow_add₀ hx]
    have h : (l : ℤ) + (1 - (l : ℤ)) = 1 := by ring
    rw [h, zpow_one]

/-- For `x > 0` the function `r V(r)` is differentiable at `x`, with slope `radialSlope`. -/
theorem hasDerivAt_mul_potential (l : ℕ) {R x : ℝ} {ρ : ℝ → ℝ} (hR : 0 < R)
    (hρ : Continuous ρ) (hx : 0 < x) :
    HasDerivAt (fun y => y * radialPotential l R ρ y) (radialSlope l R ρ x) x := by
  obtain ⟨h1, h2⟩ := hasDerivAt_terms l hR hρ hx
  obtain ⟨hP, hZ⟩ := power_identities l hx.ne'
  have hi : x * x⁻¹ = 1 := mul_inv_cancel₀ hx.ne'
  have h := (hasDerivAt_id' x).fun_mul (h1.fun_add h2)
  refine h.congr_deriv ?_
  unfold radialSlope
  -- the two terms with the local density cancel
  linear_combination ((-(l : ℝ) - 1) * x ^ (-(l : ℤ) - 1) * multipoleMoment l x ρ
    + l * x ^ l * outerMoment l R ρ x) * hi + x * ρ x * hP - x * ρ x * hZ

/-- Outside the sphere the potential is the moment of the density times `r ^ (-l - 1)`. -/
theorem potential_exterior (l : ℕ) {R r : ℝ} {ρ : ℝ → ℝ} (hρ : Continuous ρ)
    (hout : ∀ s, R < s → ρ s = 0) (hr : R ≤ r) :
    radialPotential l R ρ r = r ^ (-(l : ℤ) - 1) * multipoleMoment l R ρ := by
  have hc : Continuous (fun s : ℝ => s ^ (l + 2) * ρ s) := by fun_prop
  have hB : outerMoment l R ρ r = 0 := by
    refine intervalIntegral.integral_zero_ae (Eventually.of_forall fun s hs => ?_)
    rw [Set.uIoc_of_ge hr] at hs
    rw [hout s hs.1, mul_zero]
  have h0 : ∫ s in R..r, s ^ (l + 2) * ρ s = 0 := by
    refine intervalIntegral.integral_zero_ae (Eventually.of_forall fun s hs => ?_)
    rw [Set.uIoc_of_le hr] at hs
    rw [hout s hs.1, mul_zero]
  have hM : multipoleMoment l r ρ = multipoleMoment l R ρ := by
    have h := intervalIntegral.integral_add_adjacent_intervals
      (hc.intervalIntegrable (μ := volume) 0 R) (hc.intervalIntegrable (μ := volume) R r)
    rw [h0, add_zero] at h
    exact h.symm
  rw [radialPotential, hB, hM, mul_zero, add_zero]

/-- The potential obeys the radial Poisson equation for `r > 0`, and it vanishes everywhere
outside the sphere if and only if the `l`-th moment of the density is zero. -/
theorem radial_poisson_and_screening (l : ℕ) {R : ℝ} {ρ : ℝ → ℝ} (hR : 0 < R)
    (hρ : Continuous ρ) (hout : ∀ s, R < s → ρ s = 0) :
    (∀ r, 0 < r → HasDerivAt (deriv fun y => y * radialPotential l R ρ y)
      ((l : ℝ) * (l + 1) * radialPotential l R ρ r / r - (2 * l + 1) * r * ρ r) r) ∧
    ((∀ r, R ≤ r → radialPotential l R ρ r = 0) ↔ multipoleMoment l R ρ = 0) := by
  constructor
  · intro r hr
    obtain ⟨h1, h2⟩ := hasDerivAt_terms l hR hρ hr
    obtain ⟨hP, hZ⟩ := power_identities l hr.ne'
    have h := (h1.const_mul (-(l : ℝ))).fun_add (h2.const_mul ((l : ℝ) + 1))
    -- near `r` the first derivative is the explicit slope
    have he : (deriv fun y => y * radialPotential l R ρ y) =ᶠ[𝓝 r] radialSlope l R ρ := by
      filter_upwards [Ioi_mem_nhds hr] with y hy
      exact (hasDerivAt_mul_potential l hR hρ hy).deriv
    refine HasDerivAt.congr_of_eventuallyEq (HasDerivAt.congr_deriv h ?_) he
    unfold radialPotential
    linear_combination (-(l : ℝ) * ρ r) * hP - ((l : ℝ) + 1) * ρ r * hZ
  · constructor
    · intro h
      have h1 := h R le_rfl
      rw [potential_exterior l hρ hout le_rfl] at h1
      exact (mul_eq_zero.mp h1).resolve_left (zpow_ne_zero _ hR.ne')
    · intro h r hr
      rw [potential_exterior l hρ hout hr, h, mul_zero]

/-- With a shape function `g` of nonzero moment, the pseudo density `ρt` plus `Q g` has the same
potential outside the sphere as `ρ`, in that the potential of the difference vanishes there,
exactly when `Q` is the difference of their moments divided by the moment of `g`. -/
theorem compensation_charge_iff (l : ℕ) {R : ℝ} {ρ ρt g : ℝ → ℝ} (hR : 0 < R)
    (hρ : Continuous ρ) (hρt : Continuous ρt) (hg : Continuous g)
    (oρ : ∀ s, R < s → ρ s = 0) (oρt : ∀ s, R < s → ρt s = 0) (og : ∀ s, R < s → g s = 0)
    (hq : multipoleMoment l R g ≠ 0) (Q : ℝ) :
    (∀ r, R ≤ r → radialPotential l R (fun s => ρ s - (ρt s + Q * g s)) r = 0) ↔
      Q = (multipoleMoment l R ρ - multipoleMoment l R ρt) / multipoleMoment l R g := by
  have hint : ∀ f : ℝ → ℝ, Continuous f →
      IntervalIntegrable (fun s => s ^ (l + 2) * f s) volume 0 R := fun f hf =>
    Continuous.intervalIntegrable (by fun_prop) 0 R
  -- the moment is linear in the density
  have hlin : multipoleMoment l R (fun s => ρ s - (ρt s + Q * g s)) =
      multipoleMoment l R ρ - (multipoleMoment l R ρt + Q * multipoleMoment l R g) := by
    unfold multipoleMoment
    rw [← intervalIntegral.integral_const_mul,
      ← intervalIntegral.integral_add (hint ρt hρt) ((hint g hg).const_mul Q),
      ← intervalIntegral.integral_sub (hint ρ hρ)
        ((hint ρt hρt).add ((hint g hg).const_mul Q))]
    refine intervalIntegral.integral_congr fun s _ => ?_
    beta_reduce
    ring
  rw [(radial_poisson_and_screening l hR (by fun_prop)
    (fun s hs => by simp [oρ s hs, oρt s hs, og s hs])).2, hlin, eq_div_iff hq]
  constructor <;> intro h <;> linarith

/-- The shape function `s ^ l max(R - s, 0)` is continuous, vanishes beyond `R` and has a
positive `l`-th moment. -/
theorem shape_function_witness (l : ℕ) {R : ℝ} (hR : 0 < R) :
    Continuous (fun s : ℝ => s ^ l * max (R - s) 0) ∧
    (∀ s, R < s → s ^ l * max (R - s) 0 = 0) ∧
    0 < multipoleMoment l R (fun s => s ^ l * max (R - s) 0) := by
  refine ⟨by fun_prop, fun s hs => ?_, ?_⟩
  · rw [max_eq_right (by linarith), mul_zero]
  · refine intervalIntegral.intervalIntegral_pos_of_pos_on
      (Continuous.intervalIntegrable (by fun_prop) 0 R) (fun s hs => ?_) hR
    have h : 0 < max (R - s) 0 := lt_max_of_lt_left (by linarith [hs.2])
    exact mul_pos (pow_pos hs.1 _) (mul_pos (pow_pos hs.1 _) h)

end

end CompensationCharges
```

```lean
#print axioms CompensationCharges.radial_poisson_and_screening
#print axioms CompensationCharges.compensation_charge_iff
```

```
'CompensationCharges.radial_poisson_and_screening' depends on axioms: [propext, Classical.choice, Quot.sound]
'CompensationCharges.compensation_charge_iff' depends on axioms: [propext, Classical.choice, Quot.sound]
```

## Where the calculus enters the proof

`hasDerivAt_terms` differentiates the two terms of $V$. The outer integrand may be singular at zero, but the interval between $x>0$ and $R>0$ stays away from it, which gives integrability and continuity where they are needed.

`power_identities` reduces the products of powers multiplying $\rho$ to a single factor $x$. With it, `linear_combination` carries out the cancellation in $(rV)'$ and later collects the source term $-(2l+1)r\rho$. Between these steps, `he` identifies the first derivative with `radialSlope` throughout a neighbourhood of $r$, as differentiating again requires.

`potential_exterior` proves $V=q[\rho]\,r^{-l-1}$ by showing that both integrals between $R$ and $r$ vanish. For the forward direction of the equivalence, evaluation at $r=R$ is enough; the reverse is substitution. In the compensation theorem, `hlin` proves linearity of the moment, the screening equivalence turns the potential condition into a moment condition, and `eq_div_iff` solves it for $Q$.
